# The overlap of two normalised Gaussians on a line, and when it equals one

Symmetric orthogonalisation of a Gaussian basis starts from the overlap matrix and requires that no basis function is a linear combination of the others. For two normalised s-type Gaussians on a line, a single closed expression settles both points: it supplies the off-diagonal matrix element, and it shows that the matrix is singular only when the two functions are the same.

Let the orbitals have exponents $a,b>0$ and centres $A,B\in\mathbb R$, and write

$$
\phi_{a,A}(x)=N(a)\,e^{-a(x-A)^2},\qquad N(a)=\left(\frac{2a}{\pi}\right)^{1/4}.
$$

The constant $N(a)$ makes $\int\phi_{a,A}^2\,dx=1$, so that a particle in this orbital is found somewhere on the line with probability one. The overlap $S=\int\phi_{a,A}\,\phi_{b,B}\,dx$ is

$$
S=\sqrt{\frac{2\sqrt{ab}}{a+b}}\;\exp\!\left(-\frac{ab(A-B)^2}{a+b}\right).
$$

It satisfies $0<S\le 1$, and $S=1$ holds exactly when $a=b$ and $A=B$.

## Matrix elements and near-linear dependence

An integral routine can evaluate the formula directly, without quadrature. The first factor measures the mismatch in width and the second the separation of the centres, so a unit test can probe them separately: equal centres leave only the width factor, and equal exponents leave $e^{-a(A-B)^2/2}$.

The equality condition matters for orthogonalisation. The overlap matrix of the pair has ones on its diagonal and $S$ off it, so its determinant is $1-S^2$. Symmetric orthogonalisation needs the inverse square root of this matrix, which exists as long as the determinant is positive. In this two-function, one-dimensional model, that is the case whenever the orbitals differ in exponent or centre. The eigenvalues are $1\pm S$, so a threshold on the smallest eigenvalue is here a threshold on $1-S$.

## Completing the square and integrating

Set $p=a+b$ and $P=(aA+bB)/p$. Expanding the sum of the two exponents and completing the square gives

$$
a(x-A)^2+b(x-B)^2=p(x-P)^2+aA^2+bB^2-\frac{(aA+bB)^2}{p}.
$$

Over the common denominator $p$, the constant terms have the numerator

$$
(a+b)(aA^2+bB^2)-(aA+bB)^2=ab(A^2+B^2-2AB)=ab(A-B)^2.
$$

The product of the orbitals is therefore a single Gaussian:

$$
\phi_{a,A}(x)\,\phi_{b,B}(x)=N(a)N(b)\,e^{-ab(A-B)^2/p}\,e^{-p(x-P)^2}.
$$

Shifting the integration variable by $P$ leaves the standard integral $\int e^{-px^2}dx=\sqrt{\pi/p}$. The normalisation constants multiply to

$$
N(a)N(b)=\left(\frac{4ab}{\pi^2}\right)^{1/4}=\sqrt{\frac{2\sqrt{ab}}{\pi}},
$$

and multiplying this by $\sqrt{\pi/p}$ cancels $\pi$ and produces the width factor. For $a=b$ and $A=B$ the formula reduces to $\sqrt{2a/(2a)}=1$, which confirms the normalisation.

## The bound and its equality case

Write $S=wg$, where $w$ is the width factor and $g$ the exponential. Both are positive. Since $(a+b)^2-4ab=(a-b)^2\ge 0$, we have $2\sqrt{ab}\le a+b$ and hence $w\le 1$. The exponent of $g$ is never positive, so $g\le 1$. Together these give $0<S\le 1$.

Now suppose $wg=1$. Because $g\le 1$, we have $w\ge wg=1$, so $w=1$, and then $g=1$ as well. From $w=1$ follows $2\sqrt{ab}=a+b$. Squaring gives $4ab=(a+b)^2$, that is $(a-b)^2=0$, and so $a=b$. From $g=1$ follows $ab(A-B)^2/(a+b)=0$. Since $ab/(a+b)>0$, this forces $A=B$. The converse is the normalisation check above.

For the determinant, $0<S\le 1$ means that $1-S^2$ is positive exactly when $S\ne 1$, which is to say when the orbitals differ.

## Orbitals and integrals as Lean objects

All quantities are real numbers. `normConst a` is $N(a)$, with the fourth root written as two nested square roots. `orbital a A x` is the value $\phi_{a,A}(x)$, and `overlap a b A B` is the Lebesgue integral of the product over the whole line. In `overlap` the two exponents come first and the two centres after them. `overlapMatrix a b A B` is the $2\times2$ matrix whose four entries are all defined as integrals; neither the unit diagonal nor the symmetry is built in.

The hypotheses `ha : 0 < a` and `hb : 0 < b` say that both orbitals decay at large distance. The centres are unrestricted and may coincide.

Three theorems carry the main statements. `overlap_eq` is the closed formula, `overlap_eq_one_iff` says that the overlap is one if and only if `a = b ∧ A = B`, and `det_overlapMatrix_pos_iff` says that the determinant is positive if and only if that conjunction is false.

```lean
import Mathlib

open MeasureTheory

namespace GaussianOverlap

noncomputable section

/-- The normalisation constant `(2a/π)^(1/4)` of a Gaussian orbital on the line with
exponent `a > 0`. -/
def normConst (a : ℝ) : ℝ := Real.sqrt (Real.sqrt (2 * a / Real.pi))

/-- The normalised Gaussian orbital with exponent `a > 0` and centre `A`. -/
def orbital (a A x : ℝ) : ℝ := normConst a * Real.exp (-a * (x - A) ^ 2)

/-- The overlap integral of the Gaussian orbitals with exponents `a`, `b` and
centres `A`, `B`. -/
def overlap (a b A B : ℝ) : ℝ := ∫ x : ℝ, orbital a A x * orbital b B x

/-- The overlap matrix of two Gaussian orbitals. -/
def overlapMatrix (a b A B : ℝ) : Matrix (Fin 2) (Fin 2) ℝ :=
  !![overlap a a A A, overlap a b A B; overlap b a B A, overlap b b B B]

/-- Gaussian product theorem: the product of two Gaussian orbitals is a constant times a single
Gaussian with exponent `a + b`, centred at the weighted mean of the two centres. -/
theorem orbital_mul_orbital {a b : ℝ} (ha : 0 < a) (hb : 0 < b) (A B x : ℝ) :
    orbital a A x * orbital b B x =
      normConst a * normConst b * Real.exp (-(a * b * (A - B) ^ 2 / (a + b))) *
        Real.exp (-(a + b) * (x - (a * A + b * B) / (a + b)) ^ 2) := by
  have hab : a + b ≠ 0 := by positivity
  -- complete the square in the exponent
  have h : Real.exp (-a * (x - A) ^ 2) * Real.exp (-b * (x - B) ^ 2) =
      Real.exp (-(a * b * (A - B) ^ 2 / (a + b))) *
        Real.exp (-(a + b) * (x - (a * A + b * B) / (a + b)) ^ 2) := by
    rw [← Real.exp_add, ← Real.exp_add]
    congr 1
    field_simp
    ring
  unfold orbital
  linear_combination (normConst a * normConst b) * h

/-- The product of two Gaussian orbitals is integrable over the line. -/
theorem integrable_orbital_mul {a b : ℝ} (ha : 0 < a) (hb : 0 < b) (A B : ℝ) :
    Integrable (fun x : ℝ => orbital a A x * orbital b B x) := by
  simp_rw [orbital_mul_orbital ha hb A B]
  exact ((integrable_exp_neg_mul_sq (add_pos ha hb)).comp_sub_right
    ((a * A + b * B) / (a + b))).const_mul _

/-- The overlap of two normalised Gaussian orbitals is a width factor times an exponential
in the squared distance of the centres. -/
theorem overlap_eq {a b : ℝ} (ha : 0 < a) (hb : 0 < b) (A B : ℝ) :
    overlap a b A B = Real.sqrt (2 * Real.sqrt (a * b) / (a + b)) *
      Real.exp (-(a * b * (A - B) ^ 2 / (a + b))) := by
  have hpi := Real.pi_pos
  -- the Gaussian integral about the shifted centre
  have hint : ∫ x : ℝ, Real.exp (-(a + b) * (x - (a * A + b * B) / (a + b)) ^ 2) =
      Real.sqrt (Real.pi / (a + b)) :=
    (integral_sub_right_eq_self (fun x : ℝ => Real.exp (-(a + b) * x ^ 2)) _).trans
      (integral_gaussian (a + b))
  -- the normalisation constants combine to the width factor
  have h1 : Real.sqrt (2 * a / Real.pi) * Real.sqrt (2 * b / Real.pi) =
      2 / Real.pi * Real.sqrt (a * b) := by
    have h0 : 0 ≤ 2 * a / Real.pi := by positivity
    have h2 : 0 ≤ 2 / Real.pi := by positivity
    rw [← Real.sqrt_mul h0,
      show 2 * a / Real.pi * (2 * b / Real.pi) = (2 / Real.pi) ^ 2 * (a * b) by ring,
      Real.sqrt_mul (sq_nonneg _), Real.sqrt_sq h2]
  have hn : normConst a * normConst b * Real.sqrt (Real.pi / (a + b)) =
      Real.sqrt (2 * Real.sqrt (a * b) / (a + b)) := by
    have h3 : 0 ≤ 2 / Real.pi * Real.sqrt (a * b) := by positivity
    unfold normConst
    rw [← Real.sqrt_mul (Real.sqrt_nonneg _), h1, ← Real.sqrt_mul h3]
    congr 1
    field_simp
  unfold overlap
  simp_rw [orbital_mul_orbital ha hb A B]
  rw [integral_const_mul, hint, ← hn]
  ring

/-- Each Gaussian orbital is normalised: its overlap with itself is one. -/
theorem overlap_self {a : ℝ} (ha : 0 < a) (A : ℝ) : overlap a a A A = 1 := by
  have h : 2 * a / (a + a) = 1 := by
    rw [← two_mul]
    exact div_self (by positivity)
  rw [overlap_eq ha ha, Real.sqrt_mul_self ha.le, h]
  simp

/-- The width factor of the overlap is at most one. -/
theorem widthFactor_le_one {a b : ℝ} (ha : 0 < a) (hb : 0 < b) :
    Real.sqrt (2 * Real.sqrt (a * b) / (a + b)) ≤ 1 := by
  -- arithmetic-geometric mean inequality for the exponents
  have h : Real.sqrt (a * b) ≤ (a + b) / 2 :=
    Real.sqrt_le_iff.mpr ⟨by positivity, by nlinarith [sq_nonneg (a - b)]⟩
  refine Real.sqrt_le_iff.mpr ⟨zero_le_one, ?_⟩
  rw [one_pow, div_le_one (add_pos ha hb)]
  linarith

/-- The overlap of two normalised Gaussian orbitals is positive and at most one. -/
theorem overlap_pos_and_le_one {a b : ℝ} (ha : 0 < a) (hb : 0 < b) (A B : ℝ) :
    0 < overlap a b A B ∧ overlap a b A B ≤ 1 := by
  rw [overlap_eq ha hb]
  refine ⟨by positivity, mul_le_one₀ (widthFactor_le_one ha hb) (Real.exp_pos _).le ?_⟩
  exact Real.exp_le_one_iff.mpr (neg_nonpos.mpr (by positivity))

/-- The overlap of two normalised Gaussian orbitals equals one exactly when their exponents
and their centres agree. -/
theorem overlap_eq_one_iff {a b : ℝ} (ha : 0 < a) (hb : 0 < b) (A B : ℝ) :
    overlap a b A B = 1 ↔ a = b ∧ A = B := by
  constructor
  · intro h
    rw [overlap_eq ha hb] at h
    have hs := widthFactor_le_one ha hb
    have he : Real.exp (-(a * b * (A - B) ^ 2 / (a + b))) ≤ 1 :=
      Real.exp_le_one_iff.mpr (neg_nonpos.mpr (by positivity))
    -- two factors in [0, 1] with product one are both one
    have hs1 : Real.sqrt (2 * Real.sqrt (a * b) / (a + b)) = 1 :=
      le_antisymm hs (by nlinarith [mul_nonneg (Real.sqrt_nonneg
        (2 * Real.sqrt (a * b) / (a + b))) (sub_nonneg.2 he)])
    rw [hs1, one_mul, Real.exp_eq_one_iff] at h
    constructor
    · have hab : a + b ≠ 0 := by positivity
      have h2 := (div_eq_one_iff_eq hab).mp (Real.sqrt_eq_one.mp hs1)
      have hq := Real.sq_sqrt (mul_pos ha hb).le
      have h3 : (a - b) ^ 2 = 0 := by
        linear_combination (-(2 * Real.sqrt (a * b) + a + b)) * h2 + 4 * hq
      exact sub_eq_zero.mp ((pow_eq_zero_iff two_ne_zero).mp h3)
    · by_contra hne
      have hd : A - B ≠ 0 := sub_ne_zero.2 hne
      have hp : 0 < a * b * (A - B) ^ 2 / (a + b) := by positivity
      linarith
  · rintro ⟨rfl, rfl⟩
    exact overlap_self ha A

/-- The overlap matrix of two Gaussian orbitals has positive determinant exactly when the
orbitals differ in exponent or in centre. -/
theorem det_overlapMatrix_pos_iff {a b : ℝ} (ha : 0 < a) (hb : 0 < b) (A B : ℝ) :
    0 < (overlapMatrix a b A B).det ↔ ¬(a = b ∧ A = B) := by
  have hsymm : overlap b a B A = overlap a b A B := by
    unfold overlap
    simp_rw [mul_comm (orbital b B _)]
  obtain ⟨h0, h1⟩ := overlap_pos_and_le_one ha hb A B
  -- the determinant is one minus the squared overlap
  rw [overlapMatrix, Matrix.det_fin_two_of, overlap_self ha, overlap_self hb, hsymm,
    ← overlap_eq_one_iff ha hb A B]
  constructor
  · intro h h'
    rw [h'] at h
    norm_num at h
  · intro h
    have hlt := lt_of_le_of_ne h1 h
    nlinarith

end

end GaussianOverlap
```

```lean
#print axioms GaussianOverlap.integrable_orbital_mul
-- 'GaussianOverlap.integrable_orbital_mul' depends on axioms: [propext, Classical.choice, Quot.sound]
#print axioms GaussianOverlap.overlap_eq_one_iff
-- 'GaussianOverlap.overlap_eq_one_iff' depends on axioms: [propext, Classical.choice, Quot.sound]
#print axioms GaussianOverlap.det_overlapMatrix_pos_iff
-- 'GaussianOverlap.det_overlapMatrix_pos_iff' depends on axioms: [propext, Classical.choice, Quot.sound]
```

## From the product theorem to the determinant

`orbital_mul_orbital` is the completed square. It merges the exponentials with `Real.exp_add`, reduces the claim to an equality of exponents, and settles that by clearing denominators and applying `ring`. `integrable_orbital_mul` then obtains integrability from that of a centred Gaussian, by translation and multiplication by a constant. This is worth stating because Mathlib assigns the value zero to the integral of a non-integrable function; here the overlap is a genuine integral.

In `overlap_eq`, the step `hint` shifts the integration variable and inserts the Gaussian integral. The steps `h1` and `hn` combine the normalisation constants, first under the inner square roots and then with $\sqrt{\pi/(a+b)}$. `overlap_self` specialises the result to two equal orbitals.

`widthFactor_le_one` is the inequality between the arithmetic and geometric means, for which `nlinarith` is given the square $(a-b)^2$. `overlap_pos_and_le_one` multiplies the two bounded factors. In `overlap_eq_one_iff`, the step `hs1` finds $w=1$ from $w(1-g)\ge 0$ and $wg=1$, as in the derivation. The exponents and the centres are then treated separately.

The determinant theorem first proves that the matrix is symmetric, by commuting the factors under the integral. It then replaces the diagonal entries by one and uses $0<S\le 1$.

## How `linear_combination` recovers equal exponents

The equality case turns on passing from $2\sqrt{ab}=a+b$ to $(a-b)^2=0$. By hand one squares both sides. The file names the algebraic certificate instead and lets `linear_combination` verify it.

Put $s=\sqrt{ab}$. The available equations are `h2`, which says $2s=a+b$, and `hq`, which says $s^2=ab$. The tactic is told to multiply `h2` by $-(2s+a+b)$, multiply `hq` by $4$, and add. Taking left side minus right side in each equation, this amounts to the identity

$$
(a-b)^2=-(2s+a+b)\bigl(2s-(a+b)\bigr)+4(s^2-ab).
$$

This is a polynomial identity in $a$, $b$ and $s$, which `ring` confirms by expansion. The square root enters as an ordinary variable, and the only fact about it that is needed besides `h2` is `hq`. The tactic does not search for the coefficients; they are supplied in the file. The same tactic closes `orbital_mul_orbital`, where the identity for the exponentials is multiplied by both normalisation constants.

## Zero exponents, rounding and larger bases

The positivity conditions do real work. Keep $b>0$ but allow $a=0$, and take $b=1$ with any centres. Then $N(0)=0$, so the first orbital is the zero function. The overlap matrix becomes

$$
\begin{pmatrix}0&0\\0&1\end{pmatrix},
$$

whose determinant is zero although the exponents differ, so the determinant criterion fails. If both exponents are zero and the centres coincide, the overlap is $0$ and not $1$, and the equality criterion fails too. The physical reason is that a Gaussian with zero exponent is a constant, which cannot be normalised on the line.

For positive exponents, the theorems settle the formula, the bounds and both criteria in exact real arithmetic. They say nothing about floating-point evaluation, where distinct orbitals can still produce a computed overlap of exactly one. With $a=b=1$ and centres $10^{-9}$ apart, the exact value is $e^{-5\times10^{-19}}$, which rounds to $1$ in double precision. A positive exact determinant is therefore no substitute for a numerical threshold in the orthogonalisation step.

The result covers two real s-type functions in one dimension. It does not treat higher angular momentum, contracted functions or three-dimensional orbitals. Nor does the pairwise criterion give a quantitative test for a larger basis, whose overlap matrix can be nearly singular even when no single pair of functions has an overlap close to one.
